# Without t2g–eg coherence, the d-shell spin–orbit expectation comes from the t2g block alone

Put a spin-up hole in the two orbitals $xy$ and $x^2-y^2$. In that order and with $\hbar=1$, the orbital angular momentum along $z$ is
$$\begin{pmatrix}0&2i\\-2i&0\end{pmatrix}.$$
Its diagonal is zero, so $\langle L_z\rangle=0$ for either orbital alone and for any incoherent mixture of the two. The normalised superposition $(xy-i(x^2-y^2))/\sqrt2$ has $\langle L_z\rangle=2$ and therefore $\langle\mathbf L\cdot\mathbf S\rangle=1$. That value comes entirely from the coherence between a t2g and an eg orbital. If a strong cubic field removes such coherence, only the t2g block of the hole density matrix can contribute.

## The projected algebra and the trace identity

Order the real d orbitals as $yz, zx, xy, x^2-y^2, z^2$, with indices 0 to 4. Let $P$ project onto the first three (t2g), let $Q=1-P$ project onto the last two (eg), and set $A_i=PL_iP$. With $\hbar=1$,
$$[A_x,A_y]=-iA_z\ \text{and cyclic},\qquad \sum_iA_i^2=2P,\qquad QL_iQ=0 .$$

Let $S_i$ be the spin-1/2 matrices, $W=\sum_iL_i\otimes S_i$ the dimensionless spin–orbit operator, $p=P\otimes1$ and $q=Q\otimes1$. If the hole density matrix $\rho$ commutes with the cubic field $\Delta q$ for some real $\Delta\neq0$, then
$$\operatorname{Tr}(\rho W)=\operatorname{Tr}\Big(p\rho p\sum_iA_i\otimes S_i\Big).$$

## Branching-ratio codes that keep only t2g

In L-edge spectroscopy, the spin–orbit sum rule links the branching ratio to the expectation of the one-body sum of $\mathbf l\cdot\mathbf s$ over the d shell, divided by the number of d holes. For a one-site d shell without t2g–eg coherence, the identity lets a code evaluate the numerator from the $6\times6$ t2g block. Holes in eg still count in the denominator if the normalisation is per d hole. The sign convention matters here: if the hole density matrix is the identity minus the electron density matrix, then $\operatorname{Tr}(\rho W)$ is minus the expectation of $\mathbf l\cdot\mathbf s$ summed over the d electrons, because $\operatorname{Tr}W=0$.

The sign in the commutator matters when a code substitutes $l=1$ matrices for the t2g block. The matrices $-A_i$ obey the usual algebra, with $l(l+1)=2$, so the substitution needs a minus sign.

## From orbital blocks to the trace

Write each matrix in t2g and eg blocks,
$$L_i=\begin{pmatrix}a_i&b_i\\b_i^\dagger&0\end{pmatrix}.$$
Let $E_{mn}$ be the $3\times3$ matrix with a single 1 in row $m$, column $n$. Then
$$a_x=i(E_{12}-E_{21}),\quad a_y=i(E_{20}-E_{02}),\quad a_z=i(E_{01}-E_{10}).$$
Each $b_i$ has one nonzero row: row 0 of $b_x$ is $(-i,-i\sqrt3)$, row 1 of $b_y$ is $(-i,i\sqrt3)$, and row 2 of $b_z$ is $(2i,0)$. The zero lower-right block is the statement $QL_iQ=0$.

**The t2g commutators.** Multiplication gives $a_xa_y=-E_{10}$ and $a_ya_x=-E_{01}$, hence
$$[a_x,a_y]=E_{01}-E_{10}=-ia_z .$$
Cycling $x\to y\to z\to x$ together with $0\to1\to2\to0$ gives the other two. The squares are $a_x^2=\mathrm{diag}(0,1,1)$, $a_y^2=\mathrm{diag}(1,0,1)$ and $a_z^2=\mathrm{diag}(1,1,0)$, with sum 2.

**The full algebra.** In the t2g block, the route through eg adds $b_xb_y^\dagger-b_yb_x^\dagger$. Since $b_xb_y^\dagger=-2E_{01}$, this equals $-2E_{01}+2E_{10}=2ia_z$, and the total is $-ia_z+2ia_z=ia_z$. Likewise $b_yb_z^\dagger=-2E_{12}$ and $b_zb_x^\dagger=-2E_{20}$. Projection removes the eg route and so reverses the sign.

In the t2g–eg block, the nonzero rows are:

- $a_xb_y-a_yb_x$: row 2 is $(-2,0)$, which is that of $ib_z$.
- $a_yb_z-a_zb_y$: row 0 is $(1,\sqrt3)$, which is that of $ib_x$.
- $a_zb_x-a_xb_z$: row 1 is $(1,-\sqrt3)$, which is that of $ib_y$.

The eg–t2g block follows by taking adjoints. The eg block of each commutator vanishes because different $b_i$ have different nonzero rows. Finally, $\sum_ib_ib_i^\dagger=4$, $\sum_ib_i^\dagger b_i=6$ and $a_ib_i=0$, so $\sum_iL_i^2=6$.

**The trace.** Dividing the commutation condition by $\Delta$ gives $\rho q=q\rho$. Then $p\rho q=pq\rho=0$, similarly $q\rho p=0$, and $\rho=p\rho p+q\rho q$. The eg part contributes
$$\operatorname{Tr}(q\rho qW)=\operatorname{Tr}(\rho\,qWq)=0,$$
because $qWq=\sum_iQL_iQ\otimes S_i=0$. For the remainder, $p^2=p$ and cyclicity give
$$\operatorname{Tr}(p\rho pW)=\operatorname{Tr}(p\rho p\,pWp),\qquad pWp=\sum_iA_i\otimes S_i .$$

**Two states.** A spin-up hole in $(yz-i\,zx)/\sqrt2$ has $\langle L_z\rangle=1$ and $\langle S_z\rangle=1/2$, while $\langle S_x\rangle=\langle S_y\rangle=0$. Its spin–orbit expectation is $1/2$. For the opening superposition the same product is $2\cdot1/2=1$, but its t2g block is half the projector onto the spin-up $xy$ orbital, where $L_z$ has zero expectation, so that block gives 0.

## Matrices, states and checks in Lean

```lean
import Mathlib

open Matrix
open scoped Kronecker

namespace T2gSpinOrbit

noncomputable section

/-- The number √3 as a complex scalar. -/
def s3 : ℂ := ((Real.sqrt 3 : ℝ) : ℂ)

/-- The square of √3 is 3. -/
theorem s3_sq : s3 ^ 2 = 3 := by
  unfold s3
  rw [← Complex.ofReal_pow, Real.sq_sqrt (by norm_num)]
  norm_num

/-- `L_x` for l = 2 in the real orbital basis yz, zx, xy, x²−y², z². -/
def Lx : Matrix (Fin 5) (Fin 5) ℂ :=
  !![0, 0, 0, -Complex.I, -(Complex.I * s3);
     0, 0, Complex.I, 0, 0;
     0, -Complex.I, 0, 0, 0;
     Complex.I, 0, 0, 0, 0;
     Complex.I * s3, 0, 0, 0, 0]

/-- `L_y` for l = 2 in the same basis. -/
def Ly : Matrix (Fin 5) (Fin 5) ℂ :=
  !![0, 0, -Complex.I, 0, 0;
     0, 0, 0, -Complex.I, Complex.I * s3;
     Complex.I, 0, 0, 0, 0;
     0, Complex.I, 0, 0, 0;
     0, -(Complex.I * s3), 0, 0, 0]

/-- `L_z` for l = 2 in the same basis. -/
def Lz : Matrix (Fin 5) (Fin 5) ℂ :=
  !![0, Complex.I, 0, 0, 0;
     -Complex.I, 0, 0, 0, 0;
     0, 0, 0, 2 * Complex.I, 0;
     0, 0, -(2 * Complex.I), 0, 0;
     0, 0, 0, 0, 0]

/-- Projector onto the t2g orbitals yz, zx, xy. -/
def P : Matrix (Fin 5) (Fin 5) ℂ := diagonal ![1, 1, 1, 0, 0]

/-- Projector onto the eg orbitals x²−y², z². -/
def Q : Matrix (Fin 5) (Fin 5) ℂ := diagonal ![0, 0, 0, 1, 1]

/-- Orbital angular momentum projected onto t2g. -/
def proj (L : Matrix (Fin 5) (Fin 5) ℂ) : Matrix (Fin 5) (Fin 5) ℂ := P * L * P

/-- Spin-1/2 matrix `S_x`. -/
def Sx : Matrix (Fin 2) (Fin 2) ℂ := !![0, 1/2; 1/2, 0]

/-- Spin-1/2 matrix `S_y`. -/
def Sy : Matrix (Fin 2) (Fin 2) ℂ := !![0, -Complex.I/2; Complex.I/2, 0]

/-- Spin-1/2 matrix `S_z`. -/
def Sz : Matrix (Fin 2) (Fin 2) ℂ := !![1/2, 0; 0, -1/2]

/-- The operator `A·S` built from three orbital matrices and the spin. -/
def dotS (A B C : Matrix (Fin 5) (Fin 5) ℂ) : Matrix (Fin 5 × Fin 2) (Fin 5 × Fin 2) ℂ :=
  A ⊗ₖ Sx + B ⊗ₖ Sy + C ⊗ₖ Sz

/-- An orbital operator acting on spin-orbitals, leaving the spin alone. -/
def lift (A : Matrix (Fin 5) (Fin 5) ℂ) : Matrix (Fin 5 × Fin 2) (Fin 5 × Fin 2) ℂ :=
  A ⊗ₖ (1 : Matrix (Fin 2) (Fin 2) ℂ)

set_option maxHeartbeats 400000 in
/-- The three matrices satisfy the angular momentum algebra, with `L² = l(l+1) = 6`. -/
theorem d_shell_algebra :
    Lx * Ly - Ly * Lx = Complex.I • Lz ∧ Ly * Lz - Lz * Ly = Complex.I • Lx ∧
    Lz * Lx - Lx * Lz = Complex.I • Ly ∧ Lx * Lx + Ly * Ly + Lz * Lz = (6 : ℂ) • 1 := by
  -- the rows of each product, for a general right factor
  have hx (M : Matrix (Fin 5) (Fin 5) ℂ) (i j : Fin 5) : (Lx * M) i j =
      (![-Complex.I * M 3 j - Complex.I * s3 * M 4 j, Complex.I * M 2 j,
        -Complex.I * M 1 j, Complex.I * M 0 j, Complex.I * s3 * M 0 j] : Fin 5 → ℂ) i := by
    fin_cases i <;> simp [Lx, Matrix.mul_apply, Fin.sum_univ_five]
    ring
  have hy (M : Matrix (Fin 5) (Fin 5) ℂ) (i j : Fin 5) : (Ly * M) i j =
      (![-Complex.I * M 2 j, -Complex.I * M 3 j + Complex.I * s3 * M 4 j,
        Complex.I * M 0 j, Complex.I * M 1 j, -(Complex.I * s3) * M 1 j] : Fin 5 → ℂ) i := by
    fin_cases i <;> simp [Ly, Matrix.mul_apply, Fin.sum_univ_five]
  have hz (M : Matrix (Fin 5) (Fin 5) ℂ) (i j : Fin 5) : (Lz * M) i j =
      (![Complex.I * M 1 j, -Complex.I * M 0 j, 2 * Complex.I * M 3 j,
        -(2 * Complex.I) * M 2 j, 0] : Fin 5 → ℂ) i := by
    fin_cases i <;> simp [Lz, Matrix.mul_apply, Fin.sum_univ_five]
  refine ⟨?_, ?_, ?_, ?_⟩ <;> ext i j <;>
    simp only [Matrix.sub_apply, Matrix.add_apply, Matrix.smul_apply, hx, hy, hz] <;>
    fin_cases i <;> fin_cases j <;> simp [Lx, Ly, Lz] <;>
    (try ring_nf) <;> (try simp [Complex.I_sq, s3_sq]) <;> (try norm_num)

/-- The t2g-projected angular momenta obey `[A_x, A_y] = -i A_z` and its cyclic forms,
and their squares add up to twice the t2g projector. -/
theorem t2g_algebra :
    proj Lx * proj Ly - proj Ly * proj Lx = -Complex.I • proj Lz ∧
    proj Ly * proj Lz - proj Lz * proj Ly = -Complex.I • proj Lx ∧
    proj Lz * proj Lx - proj Lx * proj Lz = -Complex.I • proj Ly ∧
    proj Lx * proj Lx + proj Ly * proj Ly + proj Lz * proj Lz = (2 : ℂ) • P := by
  -- the entries of the projected matrices are read off first
  have e (L : Matrix (Fin 5) (Fin 5) ℂ) (i j : Fin 5) : proj L i j =
      (![1, 1, 1, 0, 0] : Fin 5 → ℂ) i * L i j * (![1, 1, 1, 0, 0] : Fin 5 → ℂ) j := by
    simp only [proj, P, Matrix.mul_diagonal, Matrix.diagonal_mul]
  refine ⟨?_, ?_, ?_, ?_⟩ <;> ext i j <;> fin_cases i <;> fin_cases j <;>
    simp [e, Lx, Ly, Lz, P, Matrix.mul_apply, Fin.sum_univ_five] <;> (try norm_num)

/-- Every component of the orbital angular momentum has a vanishing eg block. -/
theorem eg_block_zero : Q * Lx * Q = 0 ∧ Q * Ly * Q = 0 ∧ Q * Lz * Q = 0 := by
  refine ⟨?_, ?_, ?_⟩ <;> ext i j <;>
    simp only [Q, Matrix.mul_diagonal, Matrix.diagonal_mul] <;>
    fin_cases i <;> fin_cases j <;> simp [Lx, Ly, Lz]

/-- Multiplying `dotS A B C` on both sides by `lift R` multiplies each of the three orbital matrices
on both sides by `R`. -/
theorem lift_dotS_lift (R A B C : Matrix (Fin 5) (Fin 5) ℂ) :
    lift R * dotS A B C * lift R = dotS (R * A * R) (R * B * R) (R * C * R) := by
  simp only [lift, dotS, Matrix.mul_add, Matrix.add_mul, ← Matrix.mul_kronecker_mul,
    Matrix.one_mul, Matrix.mul_one]

/-- If the hole density matrix `ρ` commutes with a nonzero cubic field `Δ` acting on eg, its
spin-orbit expectation is that of its t2g block with the projected angular momenta. -/
theorem spin_orbit_only_t2g (ρ : Matrix (Fin 5 × Fin 2) (Fin 5 × Fin 2) ℂ) (Δ : ℝ)
    (hΔ : Δ ≠ 0) (h : ρ * ((Δ : ℂ) • lift Q) = ((Δ : ℂ) • lift Q) * ρ) :
    trace (ρ * dotS Lx Ly Lz) =
      trace (lift P * ρ * lift P * dotS (proj Lx) (proj Ly) (proj Lz)) := by
  have hΔ' : (Δ : ℂ) ≠ 0 := Complex.ofReal_ne_zero.mpr hΔ
  rw [Matrix.mul_smul, Matrix.smul_mul] at h
  have hc : ρ * lift Q = lift Q * ρ := smul_right_injective _ hΔ' h
  have hsum : lift P + lift Q = 1 := by
    have h0 : P + Q = 1 := by
      ext i j; fin_cases i <;> fin_cases j <;> simp [P, Q]
    rw [lift, lift, ← Matrix.add_kronecker, h0, Matrix.one_kronecker_one]
  have hQQ : lift Q * lift Q = lift Q := by
    have h0 : Q * Q = Q := by
      ext i j; fin_cases i <;> fin_cases j <;> simp [Q]
    rw [lift, ← Matrix.mul_kronecker_mul, h0, Matrix.one_mul]
  have hW : lift Q * dotS Lx Ly Lz * lift Q = 0 := by
    obtain ⟨hx, hy, hz⟩ := eg_block_zero
    rw [lift_dotS_lift, hx, hy, hz]
    simp [dotS]
  have hA : dotS (proj Lx) (proj Ly) (proj Lz) = lift P * dotS Lx Ly Lz * lift P :=
    (lift_dotS_lift P Lx Ly Lz).symm
  rw [hA]
  generalize dotS Lx Ly Lz = W at *
  generalize lift Q = q at *
  generalize lift P = p at *
  obtain rfl : p = 1 - q := eq_sub_of_add_eq hsum
  have hpp : (1 - q) * (1 - q) = 1 - q := by
    calc (1 - q) * (1 - q) = 1 - q - q + q * q := by noncomm_ring
      _ = 1 - q := by rw [hQQ]; abel
  -- without t2g-eg coherence the state splits into two blocks
  have hsplit : ρ = (1 - q) * ρ * (1 - q) + q * ρ * q := by
    have h1 : q * ρ * q = q * ρ := by rw [mul_assoc, hc, ← mul_assoc, hQQ]
    have h2 : (1 - q) * ρ * (1 - q) = ρ - q * ρ - ρ * q + q * ρ * q := by noncomm_ring
    rw [h2, h1, hc]; abel
  -- the eg block drops out by cyclicity of the trace
  have heg : trace (q * ρ * q * W) = 0 := by
    calc trace (q * ρ * q * W) = trace (q * (ρ * q * W)) := by simp only [mul_assoc]
      _ = trace (ρ * q * W * q) := Matrix.trace_mul_comm _ _
      _ = trace (ρ * (q * W * q)) := by simp only [mul_assoc]
      _ = 0 := by rw [hW, mul_zero, Matrix.trace_zero]
  have ht : trace ((1 - q) * ρ * (1 - q) * ((1 - q) * W * (1 - q))) =
      trace ((1 - q) * ρ * (1 - q) * W) := by
    generalize 1 - q = p at *
    calc trace (p * ρ * p * (p * W * p)) = trace (p * ρ * (p * p) * W * p) := by
          simp only [mul_assoc]
      _ = trace (p * (p * ρ * (p * p) * W)) := Matrix.trace_mul_comm _ _
      _ = trace (p * p * ρ * (p * p) * W) := by simp only [mul_assoc]
      _ = trace (p * ρ * p * W) := by rw [hpp]
  rw [ht]
  calc trace (ρ * W) = trace (((1 - q) * ρ * (1 - q) + q * ρ * q) * W) := by rw [← hsplit]
    _ = trace ((1 - q) * ρ * (1 - q) * W) := by
      rw [add_mul, Matrix.trace_add, heg, add_zero]

/-- For a product of an orbital and a spin density matrix, the spin-orbit expectation is the
sum of products of orbital and spin expectations. -/
theorem trace_product (R : Matrix (Fin 5) (Fin 5) ℂ) (U : Matrix (Fin 2) (Fin 2) ℂ) :
    trace ((R ⊗ₖ U) * dotS Lx Ly Lz) = trace (R * Lx) * trace (U * Sx) +
      trace (R * Ly) * trace (U * Sy) + trace (R * Lz) * trace (U * Sz) := by
  simp only [dotS, Matrix.mul_add, ← Matrix.mul_kronecker_mul, Matrix.trace_add,
    Matrix.trace_kronecker]

/-- Density matrix of a spin-up hole in the orbital (yz − i zx)/√2. -/
def t2gHole : Matrix (Fin 5 × Fin 2) (Fin 5 × Fin 2) ℂ :=
  !![1/2, Complex.I/2, 0, 0, 0; -Complex.I/2, 1/2, 0, 0, 0; 0, 0, 0, 0, 0;
     0, 0, 0, 0, 0; 0, 0, 0, 0, 0] ⊗ₖ !![1, 0; 0, 0]

/-- Density matrix of a spin-up hole in the orbital (xy − i (x²−y²))/√2. -/
def mixedHole : Matrix (Fin 5 × Fin 2) (Fin 5 × Fin 2) ℂ :=
  !![0, 0, 0, 0, 0; 0, 0, 0, 0, 0; 0, 0, 1/2, Complex.I/2, 0;
     0, 0, -Complex.I/2, 1/2, 0; 0, 0, 0, 0, 0] ⊗ₖ !![1, 0; 0, 0]

/-- The hole `t2gHole` commutes with the eg projector and has spin-orbit expectation 1/2. -/
theorem spin_orbit_only_t2g_witness :
    t2gHole * lift Q = lift Q * t2gHole ∧ trace (t2gHole * dotS Lx Ly Lz) = 1/2 := by
  constructor
  · rw [t2gHole, lift, ← Matrix.mul_kronecker_mul, ← Matrix.mul_kronecker_mul,
      Matrix.mul_one, Matrix.one_mul]
    congr 1
    ext i j
    simp only [Q, Matrix.mul_diagonal, Matrix.diagonal_mul]
    fin_cases i <;> fin_cases j <;> simp
  · rw [t2gHole, trace_product]
    simp [Matrix.trace, Fin.sum_univ_five, Lx, Ly, Lz, Sx, Sy, Sz]
    ring_nf
    simp [Complex.I_sq]

/-- For the coherent t2g-eg mixture `mixedHole` the spin-orbit expectation is 1, while its
t2g block alone gives 0. -/
theorem coherence_contributes :
    trace (mixedHole * dotS Lx Ly Lz) = 1 ∧
    trace (lift P * mixedHole * lift P * dotS Lx Ly Lz) = 0 := by
  constructor
  · rw [mixedHole, trace_product]
    simp [Matrix.trace, Matrix.mul_apply, Fin.sum_univ_five, Lx, Ly, Lz, Sx, Sy, Sz] <;>
      (try ring_nf) <;> (try simp [Complex.I_sq]) <;> (try norm_num)
  · rw [mixedHole, lift, ← Matrix.mul_kronecker_mul, ← Matrix.mul_kronecker_mul,
      Matrix.mul_one, Matrix.one_mul, trace_product]
    simp [Matrix.trace, Matrix.mul_apply, Fin.sum_univ_five, P, Lx, Ly, Lz]

end

end T2gSpinOrbit
```

```lean
#print axioms T2gSpinOrbit.d_shell_algebra
-- 'T2gSpinOrbit.d_shell_algebra' depends on axioms: [propext, Classical.choice, Quot.sound]
#print axioms T2gSpinOrbit.t2g_algebra
-- 'T2gSpinOrbit.t2g_algebra' depends on axioms: [propext, Classical.choice, Quot.sound]
#print axioms T2gSpinOrbit.spin_orbit_only_t2g
-- 'T2gSpinOrbit.spin_orbit_only_t2g' depends on axioms: [propext, Classical.choice, Quot.sound]
#print axioms T2gSpinOrbit.coherence_contributes
-- 'T2gSpinOrbit.coherence_contributes' depends on axioms: [propext, Classical.choice, Quot.sound]
```

`Lx`, `Ly` and `Lz` are the explicit matrices above, and `proj` forms $A_i$. In `Fin 5 × Fin 2` the first index labels the orbital and the second the spin. `dotS` builds $\sum_iA_i\otimes S_i$ from three orbital matrices, and `lift` extends an orbital operator by the identity on spin. In `spin_orbit_only_t2g`, `hΔ` says that the cubic splitting is nonzero, and `h` says that $\rho$ commutes with the field.

`d_shell_algebra` first derives row formulas for multiplication by each $L_i$, then compares all entries; `s3_sq` supplies $(\sqrt3)^2=3$. `t2g_algebra` and `eg_block_zero` are also entrywise checks. `lift_dotS_lift` moves an orbital projection inside the Kronecker products, which gives both $qWq=0$ and the formula for $pWp$.

The main proof follows the trace derivation. `hc` cancels $\Delta$, `hsplit` splits the state, `heg` removes the eg part by cyclicity, and `ht` handles the projected operator. The `generalize` steps replace the concrete matrices by letters, so the rest is noncommutative algebra and no $10\times10$ matrix is expanded.

`trace_product` factorises the expectation for a product of orbital and spin matrices. It evaluates the two example states: `spin_orbit_only_t2g_witness` shows that a state meeting the commutation condition can have a nonzero expectation, and `coherence_contributes` shows that the equality can fail when the condition does. Its second trace uses the full $W$, which by $p^2=p$ and cyclicity gives the same value as the projected operator in the main theorem.

## Exact for zero coherence, with no estimate at finite 10Dq

The commutation condition is assumed. Physically it idealises a cubic field strong enough, compared with spin–orbit coupling and any other t2g–eg mixing, that coherence between the two sets can be neglected in the hole state. The theorem takes no limit: any nonzero $\Delta$ gives the same condition, and the size of $\Delta$ never enters. A code that uses the identity should therefore test the off-diagonal blocks of its density matrix; a large value of 10Dq in the input is not itself the hypothesis.

The theorem accepts any complex $10\times10$ matrix $\rho$, without requiring positivity or unit trace. It therefore also applies to a one-body hole density matrix whose trace is the number of holes. It covers one d shell with fixed orbitals; ligand orbitals, the core-level spectrum and the sum rule for the branching ratio are not part of the model.

Another model would take $\rho$ to be an equilibrium state of $\Delta q+\zeta W$, with spin–orbit coupling strength $\zeta$. Such a state generally has t2g–eg coherences, of order at most $|\zeta/\Delta|$ when $|\Delta|\gg|\zeta|$. The exact equality would then become an estimate with an error of at most that order, and the limit of large 10Dq would appear explicitly.
